# The particle and hole weights of a fermionic mode add up to the squared norm of the state

For a fermionic mode p with annihilator a_p and creator c_p, `particle_add_hole` states that ‖a_p v‖² + ‖c_p v‖² = ‖v‖² for every vector v of a complex inner product space. The operators are linear and defined on the whole space, adjoint to each other, and obey the canonical anticommutation relations; no Hamiltonian enters, and the space need not be finite-dimensional. The vector v need not be normalised: for a unit vector the two terms are the mode's occupation and one minus that occupation. The proof writes each squared norm as an inner product, adds the first two, and uses a_p c_p + c_p a_p = 1.

An attempt in Lean 4 with a fault in it:

```lean
import Mathlib

open scoped InnerProductSpace

namespace ParticleAddHole

noncomputable section

variable {ι E : Type*} [DecidableEq ι] [NormedAddCommGroup E] [InnerProductSpace ℂ E]

/-- Fermionic modes: annihilators `a p` and creators `c p`, adjoint to each other, that obey
the canonical anticommutation relations. -/
structure IsCAR (a c : ι → E →ₗ[ℂ] E) : Prop where
  adj : ∀ p x y, ⟪c p x, y⟫_ℂ = ⟪x, a p y⟫_ℂ
  anti : ∀ p q x, a p (a q x) + a q (a p x) = 0
  mixed : ∀ p q x, a p (c q x) + c q (a p x) = if p = q then x else 0

variable {a c : ι → E →ₗ[ℂ] E}

/-- A creator in the right slot of an inner product moves to the left as an annihilator. -/
theorem inner_create (h : IsCAR a c) (p : ι) (x y : E) :
    ⟪x, c p y⟫_ℂ = ⟪a p x, y⟫_ℂ := by
  rw [← inner_conj_symm x (c p y), h.adj, inner_conj_symm]

/-- The expectation value of the number operator `c_p a_p` is the real number `‖a_p v‖²`. -/
theorem inner_number (h : IsCAR a c) (p : ι) (v : E) :
    ⟪v, c p (a p v)⟫_ℂ = (‖a p v‖ : ℂ) ^ 2 := by
  rw [inner_create h]
  exact inner_self_eq_norm_sq_to_K _

/-- Particle and hole weights of a mode add up to the squared norm of the state. -/
theorem particle_add_hole (h : IsCAR a c) (p : ι) (v : E) :
    ‖a p v‖ ^ 2 + ‖c p v‖ ^ 2 = ‖v‖ ^ 2 := by
  have h1 : (‖a p v‖ : ℂ) ^ 2 = ⟪v, c p (a p v)⟫_ℂ := (inner_number h p v).symm
  have h2 : (‖c p v‖ : ℂ) ^ 2 = ⟪v, a p (c p v)⟫_ℂ := by
    rw [← h.adj]
    exact (inner_self_eq_norm_sq_to_K _).symm
  have h3 : (‖v‖ : ℂ) ^ 2 = ⟪v, v⟫_ℂ := (inner_self_eq_norm_sq_to_K _).symm
  have h4 : a p (c p v) + c p (a p v) = v := by simpa using h.mixed p p v
  have h5 : (‖a p v‖ : ℂ) ^ 2 + (‖c p v‖ : ℂ) ^ 2 = (‖v‖ : ℂ) ^ 2 := by
    rw [h1, h2, h3, ← inner_add_right, add_comm, h4]
  exact_mod_cast h5

end

end ParticleAddHole
```

Lean reports:

```
Main.lean:37:11: error: typeclass instance problem is stuck
  InnerProductSpace ?m.143 ?m.138

Note: Lean will not try to resolve this typeclass instance problem because the first, second, third, and fourth type arguments to `InnerProductSpace` are metavariables. These arguments must be fully determined before Lean will try to resolve the typeclass.

Hint: Adding type annotations and supplying implicit arguments to functions can give Lean more information for typeclass resolution. For example, if you have a variable `x` that you intend to be a `Nat`, but Lean reports it as having an unresolved type like `?m`, replacing `x` with `(x : Nat)` can get typeclass resolution un-stuck.
Main.lean:38:40: error: (deterministic) timeout at `isDefEq`, maximum number of heartbeats (200000) has been reached

Note: Use `set_option maxHeartbeats <num>` to set the limit.

Hint: Additional diagnostic information may be available using the `set_option diagnostics true` command.
```

What went wrong. Both errors come from the term `(inner_self_eq_norm_sq_to_K _).symm`. To resolve `.symm`, Lean must elaborate the lemma before it can use the expected equation, and `_` tells it neither the scalar field nor the space. In `h2` the search for an `InnerProductSpace` instance is therefore stuck on metavariables. In `h3` the same term runs out of heartbeats in a definitional equality check (`isDefEq`); the message does not say which comparison used them up.

The repair adds `hn`, which states the lemma for `x : E` with the inner product and the cast of the norm both in `ℂ`. There the lemma is applied without `.symm`, against a fully known type. `h3` can then use `(hn v).symm`, since the type of `hn v` is already settled. In `h2`, `rw [← h.adj, hn]` turns the right side into the inner product of `c p v` with itself and then into its squared norm, after which both sides agree and `rw` closes the goal.

Lean accepts the file once it reads:

```diff
@@ -33,8 +33,8 @@
     ‖a p v‖ ^ 2 + ‖c p v‖ ^ 2 = ‖v‖ ^ 2 := by
   have h1 : (‖a p v‖ : ℂ) ^ 2 = ⟪v, c p (a p v)⟫_ℂ := (inner_number h p v).symm
+  have hn : ∀ x : E, ⟪x, x⟫_ℂ = (‖x‖ : ℂ) ^ 2 := fun x => inner_self_eq_norm_sq_to_K x
   have h2 : (‖c p v‖ : ℂ) ^ 2 = ⟪v, a p (c p v)⟫_ℂ := by
-    rw [← h.adj]
-    exact (inner_self_eq_norm_sq_to_K _).symm
-  have h3 : (‖v‖ : ℂ) ^ 2 = ⟪v, v⟫_ℂ := (inner_self_eq_norm_sq_to_K _).symm
+    rw [← h.adj, hn]
+  have h3 : (‖v‖ : ℂ) ^ 2 = ⟪v, v⟫_ℂ := (hn v).symm
   have h4 : a p (c p v) + c p (a p v) = v := by simpa using h.mixed p p v
   have h5 : (‖a p v‖ : ℂ) ^ 2 + (‖c p v‖ : ℂ) ^ 2 = (‖v‖ : ℂ) ^ 2 := by
```
